# Replacing distinct rows of an invertible matrix: a k × k test for invertibility and a formula for the inverse

The rows to be replaced are given by a map r from move labels to row labels, and the new matrix is defined by literal replacement: row r(a) becomes row a of V, and every other row stays. The low-rank form of the change is then a lemma and not part of the definition.

In a Slater matrix A, row i belongs to electron i and column j to orbital j, so A i j = φ_j(x_i). Moving electron r(a) to a new position replaces its row by the orbital values there, which form row a of V. For a single Slater determinant of one spin species, the results below give the amplitude ratio used in Monte Carlo sampling and the inverse after moves of several different electrons.

```lean
import Mathlib

open Matrix

namespace DelayedUpdates

noncomputable section

variable {F : Type*} [Field F]
variable {n k l : Type*} [Fintype n] [DecidableEq n] [Fintype k] [DecidableEq k]
  [Fintype l] [DecidableEq l]
```

The types `n` and `k` are finite sets of labels; in the prose, n and k also denote their sizes. The entries lie in any field `F`, such as the real or complex numbers, and arithmetic is exact, so rounding and conditioning are not covered.

The matrix E, called `selector F r`, has n rows and k columns. Its column a is the unit vector of row r(a).

```lean
/-- The matrix `E` whose column `a` is the unit vector of the row `r a`. -/
def selector (F : Type*) [Field F] {n k : Type*} [DecidableEq n] (r : k → n) :
    Matrix n k F :=
  Matrix.of fun i a => if i = r a then 1 else 0
```

The new matrix A′ is `replaceRows A r V`. `Function.extend` uses the row of V where a label points to the row, and the old row of A elsewhere. If several labels point to the same row, it picks one of them; when r is injective there is no such choice.

```lean
/-- The matrix `A` with each row `r a` replaced by a row `b` of `V` for which `r b = r a` (this is
row `a` itself when `r` is injective); all other rows are kept. -/
def replaceRows {F n k : Type*} (A : Matrix n n F) (r : k → n) (V : Matrix k n F) :
    Matrix n n F :=
  Matrix.of fun i j => Function.extend r (fun a => V a) (fun i => A i) i j
```

The small matrix is

S = V A⁻¹ E,

written `updateCore A r V`.

```lean
/-- The small matrix `S = V A⁻¹ E` of the delayed update. -/
def updateCore (A : Matrix n n F) (r : k → n) (V : Matrix k n F) : Matrix k k F :=
  V * A⁻¹ * selector F r
```

## The moved electrons are distinct

The hypothesis `Function.Injective r` says that no electron appears twice in a batch. By hand it enters through two facts. Multiplying by Eᵀ from the left picks out the selected rows, which holds for any r:

(EᵀM) a j = M (r a) j.

```lean
omit [Fintype k] [DecidableEq k] in
/-- Multiplying by `Eᵀ` from the left picks out the selected rows. -/
theorem selector_transpose_mul_apply {m : Type*} (r : k → n) (M : Matrix n m F)
    (a : k) (j : m) : ((selector F r)ᵀ * M) a j = M (r a) j := by
  simp [selector, Matrix.mul_apply]
```

Applied to M = E, this gives the entry 1 if r(a) = r(b) and 0 otherwise. For distinct rows, this is the identity matrix:

EᵀE = 1.

```lean
omit [Fintype k] in
/-- The unit columns of distinct rows are orthonormal: `Eᵀ E = 1`. -/
theorem selector_transpose_mul_self {r : k → n} (hr : Function.Injective r) :
    (selector F r)ᵀ * selector F r = 1 := by
  ext a b
  rw [selector_transpose_mul_apply]
  simp [selector, Matrix.one_apply, hr.eq_iff]
```

The second fact is the form of the change:

A′ = A + E(V − EᵀA).

In row r(a), the correction is row a of V minus the old row, so the old row cancels. In an untouched row, E is zero and nothing changes. The proof makes the same split with `by_cases`, according to whether some label points to row i.

```lean
/-- Replacing distinct rows adds the correction `E (V - Eᵀ A)` to `A`. -/
theorem replaceRows_eq {r : k → n} (hr : Function.Injective r)
    (A : Matrix n n F) (V : Matrix k n F) :
    replaceRows A r V = A + selector F r * (V - (selector F r)ᵀ * A) := by
  ext i j
  rw [Matrix.add_apply, Matrix.mul_apply]
  simp only [Matrix.sub_apply, selector_transpose_mul_apply]
  by_cases h : ∃ a, r a = i
  · -- a replaced row: the old entry cancels
    obtain ⟨a, rfl⟩ := h
    have hL : replaceRows A r V (r a) j = V a j := by
      unfold replaceRows
      rw [Matrix.of_apply, hr.extend_apply]
    rw [hL]
    simp [selector, hr.eq_iff]
  · -- an untouched row: the correction vanishes
    have hL : replaceRows A r V i j = A i j := by
      unfold replaceRows
      rw [Matrix.of_apply, Function.extend_apply' _ _ _ h]
    have h' : ∀ b, i ≠ r b := fun b hb => h ⟨b, hb.symm⟩
    rw [hL]
    simp [selector, h']
```

Without injectivity the invertibility criterion can fail. Take A = (1), and let two labels both point to its only row, each with the new row (1). Then A′ = (1) is invertible, but S is the 2 × 2 matrix with all entries 1, which is singular.

## The old matrix is invertible

The hypothesis `IsUnit A` says that the old configuration has a non-zero Slater determinant. By hand it allows A to be factored out:

A′ = (1 + E(V − EᵀA)A⁻¹) A = (1 + E(VA⁻¹ − Eᵀ)) A.

For X of size n × k and Y of size k × n, det(1 + XY) = det(1 + YX): both sides are the determinant of the block matrix with rows (1, −X) and (Y, 1), evaluated by eliminating one block or the other. With X = E and Y = VA⁻¹ − Eᵀ,

1 + YX = 1 + VA⁻¹E − EᵀE = S,

and therefore

det A′ = det S · det A.

In the proof, `h1` is the factorisation, `h2` identifies the small matrix as S, and `Matrix.det_one_add_mul_comm` passes from the large determinant to the small one.

```lean
/-- The determinant ratio of a block of row replacements is the determinant of the
small matrix: `det A' = det S * det A`. -/
theorem det_replaceRows {r : k → n} (hr : Function.Injective r)
    {A : Matrix n n F} (hA : IsUnit A) (V : Matrix k n F) :
    (replaceRows A r V).det = (updateCore A r V).det * A.det := by
  have hd := (Matrix.isUnit_iff_isUnit_det A).1 hA
  -- factor out the old matrix
  have h1 : replaceRows A r V =
      (1 + selector F r * ((V - (selector F r)ᵀ * A) * A⁻¹)) * A := by
    rw [replaceRows_eq hr, Matrix.add_mul, Matrix.one_mul, Matrix.mul_assoc (selector F r),
      Matrix.mul_assoc (V - (selector F r)ᵀ * A), Matrix.nonsing_inv_mul _ hd, Matrix.mul_one]
  have h2 : 1 + (V - (selector F r)ᵀ * A) * A⁻¹ * selector F r = updateCore A r V := by
    rw [updateCore, Matrix.sub_mul, Matrix.mul_assoc (selector F r)ᵀ,
      Matrix.mul_nonsing_inv _ hd, Matrix.mul_one, Matrix.sub_mul,
      selector_transpose_mul_self hr]
    abel
  -- pass from the large determinant to the small one
  rw [h1, Matrix.det_mul, Matrix.det_one_add_mul_comm, h2]
```

If A is singular, S has no meaning as a matrix of the update. Lean's convention sets A⁻¹ = 0 in that case, and the criterion fails already for A = (0) and V = (1), where A′ = (1) but S = (0).

## The small matrix is invertible

Since det A ≠ 0, the determinant formula shows that A′ is invertible exactly when S is. This equivalence is the first half of `delayed_update` and needs no assumption on S. The second half assumes `IsUnit (updateCore A r V)`, meaning that the new configuration also has a non-zero determinant, and states

A′⁻¹ = A⁻¹ − A⁻¹E S⁻¹ (VA⁻¹ − Eᵀ).

To check it by hand, multiply the form of A′ by A⁻¹, and then by E:

A′A⁻¹ = 1 + E(VA⁻¹ − Eᵀ),

A′A⁻¹E = E + E(S − 1) = ES.

Multiplying the proposed inverse by A′ from the left then gives

A′A⁻¹ − A′A⁻¹E S⁻¹ (VA⁻¹ − Eᵀ)
= 1 + E(VA⁻¹ − Eᵀ) − E S S⁻¹ (VA⁻¹ − Eᵀ)
= 1.

For square matrices a right inverse is the inverse, which is the step `Matrix.inv_eq_right_inv`. The two auxiliary identities are `h1` and `h2`, and the `calc` block is the final multiplication.

```lean
/-- Delayed update: the matrix with replaced rows is invertible exactly when
`S = V A⁻¹ E` is, and then its inverse is `A⁻¹ - A⁻¹ E S⁻¹ (V A⁻¹ - Eᵀ)`. -/
theorem delayed_update {r : k → n} (hr : Function.Injective r)
    {A : Matrix n n F} (hA : IsUnit A) (V : Matrix k n F) :
    (IsUnit (replaceRows A r V) ↔ IsUnit (updateCore A r V)) ∧
    (IsUnit (updateCore A r V) →
      (replaceRows A r V)⁻¹ = A⁻¹ - A⁻¹ * selector F r * (updateCore A r V)⁻¹ *
        (V * A⁻¹ - (selector F r)ᵀ)) := by
  have hd := (Matrix.isUnit_iff_isUnit_det A).1 hA
  constructor
  · rw [Matrix.isUnit_iff_isUnit_det (replaceRows A r V),
      Matrix.isUnit_iff_isUnit_det (updateCore A r V), det_replaceRows hr hA, IsUnit.mul_iff]
    exact and_iff_left hd
  · intro hS
    have hSd := (Matrix.isUnit_iff_isUnit_det _).1 hS
    have h1 : replaceRows A r V * A⁻¹ =
        1 + selector F r * (V * A⁻¹ - (selector F r)ᵀ) := by
      rw [replaceRows_eq hr, Matrix.add_mul, Matrix.mul_nonsing_inv _ hd,
        Matrix.mul_assoc (selector F r), Matrix.sub_mul, Matrix.mul_assoc (selector F r)ᵀ,
        Matrix.mul_nonsing_inv _ hd, Matrix.mul_one]
    -- on the columns of E, the product A' A⁻¹ acts through S: A' A⁻¹ E = E S
    have h2 : replaceRows A r V * A⁻¹ * selector F r =
        selector F r * updateCore A r V := by
      rw [h1, updateCore, Matrix.add_mul, Matrix.one_mul, Matrix.mul_assoc (selector F r),
        Matrix.sub_mul, selector_transpose_mul_self hr, Matrix.mul_sub, Matrix.mul_one]
      abel
    apply Matrix.inv_eq_right_inv
    calc replaceRows A r V * (A⁻¹ - A⁻¹ * selector F r * (updateCore A r V)⁻¹ *
          (V * A⁻¹ - (selector F r)ᵀ))
        = replaceRows A r V * A⁻¹ - replaceRows A r V * A⁻¹ * selector F r *
          (updateCore A r V)⁻¹ * (V * A⁻¹ - (selector F r)ᵀ) := by
          simp only [Matrix.mul_sub, Matrix.mul_assoc]
      _ = 1 := by
          rw [h2, Matrix.mul_assoc (selector F r), Matrix.mul_nonsing_inv _ hSd,
            Matrix.mul_one, h1]
          abel
```

If S is singular, so is A′, and there is no inverse to update. The new configuration lies on a node of the determinant.

A 3 × 3 instance, with rows numbered from 0 and separated by semicolons, replaces rows 0 and 2:

A = (1 1 0; 0 1 0; 0 0 1)

A⁻¹ = (1 −1 0; 0 1 0; 0 0 1)

V = (2 1 1; 1 0 1)

The small matrix consists of columns 0 and 2 of VA⁻¹:

VA⁻¹ = (2 −1 1; 1 −1 1)

S = (2 1; 1 1), det S = 1

S⁻¹ = (1 −1; −1 2)

Subtracting Eᵀ = (1 0 0; 0 0 1) and multiplying by S⁻¹ gives

VA⁻¹ − Eᵀ = (1 −1 1; 1 −1 0)

S⁻¹(VA⁻¹ − Eᵀ) = (0 0 1; 1 −1 −1)

Here A⁻¹E = (1 0; 0 0; 0 1), so the matrix to subtract from A⁻¹ is (0 0 1; 0 0 0; 1 −1 −1). The result is

A′⁻¹ = (1 −1 −1; 0 1 0; −1 1 2).

Multiplication by A′ = (2 1 1; 0 1 0; 1 0 1) gives the identity.

## A second batch moves other electrons

Suppose the first batch is pending: S is known, but A′⁻¹ has not been formed. A second batch replaces the rows q(b) by the rows of W. Let Q be the selector of q, and let A″ be the matrix after both batches. The determinant formula, applied to A′, needs the small matrix W A′⁻¹ Q. Inserting the formula for A′⁻¹ gives

W A′⁻¹ Q = WA⁻¹Q − WA⁻¹E S⁻¹ (VA⁻¹Q − EᵀQ).

The hypothesis `hrq` says that the two batches share no electron, so EᵀQ = 0 and

det A″ = det(WA⁻¹Q − WA⁻¹E S⁻¹ VA⁻¹Q) · det A′.

The ratio thus follows from the old inverse and S. Injectivity of q and invertibility of S are needed to apply the determinant formula to A′. In the proof, `h0` is EᵀQ = 0 and `key` is the simplified small matrix.

```lean
/-- With one batch of replacements pending, the determinant ratio for a second batch on
other rows is obtained from the old inverse `A⁻¹` and the small matrix `S`. -/
theorem det_second_batch {r : k → n} (hr : Function.Injective r)
    {q : l → n} (hq : Function.Injective q) (hrq : ∀ a b, r a ≠ q b)
    {A : Matrix n n F} (hA : IsUnit A) (V : Matrix k n F) (W : Matrix l n F)
    (hS : IsUnit (updateCore A r V)) :
    (replaceRows (replaceRows A r V) q W).det =
      (W * A⁻¹ * selector F q - W * A⁻¹ * selector F r * (updateCore A r V)⁻¹ *
        (V * A⁻¹ * selector F q)).det * (replaceRows A r V).det := by
  have hA' := (delayed_update hr hA V).1.2 hS
  -- the two batches touch different rows
  have h0 : (selector F r)ᵀ * selector F q = 0 := by
    ext a b
    rw [selector_transpose_mul_apply]
    simp [selector, hrq]
  have key : updateCore (replaceRows A r V) q W =
      W * A⁻¹ * selector F q - W * A⁻¹ * selector F r * (updateCore A r V)⁻¹ *
        (V * A⁻¹ * selector F q) := by
    change W * (replaceRows A r V)⁻¹ * selector F q = _
    rw [(delayed_update hr hA V).2 hS]
    simp only [Matrix.mul_sub, Matrix.sub_mul, Matrix.mul_assoc, h0, Matrix.mul_zero, sub_zero]
  rw [det_replaceRows hq hA' W, key]
```

If an electron is moved again, the term with EᵀQ survives. For A = (1), V = (v) and W = (w) with v and w non-zero, and both batches acting on the only row, the formula without that term gives the ratio w − w v⁻¹ v = 0, whereas the true ratio is w/v.

## Intermediate configurations need not be allowed

Only the matrices before and after a batch must be invertible for the inverse update; the matrices obtained by replacing its rows one at a time may be singular. The 2 × 2 identity shows this. Replacing row 0 by (0 1) makes both rows equal, as when one electron is placed on top of another of the same spin, and the 1 × 1 matrix S is (0). Replacing only row 1 by (1 0) also gives S = (0). Both replacements together give

S = (0 1; 1 0), det S = −1,

which is invertible over every field. The sign is that of exchanging two fermions. The proof applies the invertibility criterion three times and evaluates these small determinants.

```lean
/-- Exchanging the two rows of the 2 × 2 identity: either replacement alone gives a
singular matrix, while both together give an invertible one. -/
theorem exchange_needs_block :
    ¬ IsUnit (replaceRows (1 : Matrix (Fin 2) (Fin 2) F) (fun _ : Fin 1 => 0) !![0, 1]) ∧
    ¬ IsUnit (replaceRows (1 : Matrix (Fin 2) (Fin 2) F) (fun _ : Fin 1 => 1) !![1, 0]) ∧
    IsUnit (replaceRows (1 : Matrix (Fin 2) (Fin 2) F) id !![0, 1; 1, 0]) := by
  have hinv : (1 : Matrix (Fin 2) (Fin 2) F)⁻¹ = 1 :=
    Matrix.inv_eq_right_inv (Matrix.one_mul 1)
  refine ⟨?_, ?_, ?_⟩
  · rw [(delayed_update (Function.injective_of_subsingleton _) isUnit_one _).1,
      Matrix.isUnit_iff_isUnit_det, updateCore, hinv, Matrix.mul_one]
    simp [selector, Matrix.vecHead, Matrix.vecTail]
  · rw [(delayed_update (Function.injective_of_subsingleton _) isUnit_one _).1,
      Matrix.isUnit_iff_isUnit_det, updateCore, hinv, Matrix.mul_one]
    simp [selector, Matrix.vecHead, Matrix.vecTail]
  · rw [(delayed_update Function.injective_id isUnit_one _).1,
      Matrix.isUnit_iff_isUnit_det, updateCore, hinv, Matrix.mul_one]
    simp [selector, Matrix.det_fin_two, Matrix.vecHead, Matrix.vecTail]

end

end DelayedUpdates
```

```lean
#print axioms DelayedUpdates.replaceRows_eq
#print axioms DelayedUpdates.det_second_batch
#print axioms DelayedUpdates.exchange_needs_block
```

```
'DelayedUpdates.replaceRows_eq' depends on axioms: [propext, Classical.choice, Quot.sound]
'DelayedUpdates.det_second_batch' depends on axioms: [propext, Classical.choice, Quot.sound]
'DelayedUpdates.exchange_needs_block' depends on axioms: [propext, Classical.choice, Quot.sound]
```
